# A rotation-invariant Schwarz bound for blocks of Coulomb integrals

## Shells, blocks and norms

The Coulomb repulsion of two real charge distributions $\rho$ and $\sigma$ is, in atomic units,

$$(\rho|\sigma)=\iint \frac{\rho(\mathbf r)\,\sigma(\mathbf r')}{|\mathbf r-\mathbf r'|}\,d\mathbf r\,d\mathbf r'.$$

In a Gaussian basis the distributions are products of two basis functions. Here a *shell* means a finite family of such distributions, which textbooks call a shell pair. Two shells $\rho_i$ and $\sigma_j$, possibly of different sizes, give three blocks of integrals:

$$A_{ik}=(\rho_i|\rho_k),\qquad B_{ij}=(\rho_i|\sigma_j),\qquad C_{jl}=(\sigma_j|\sigma_l).$$

The Frobenius norm of a block $M$ is $\|M\|_F=\big(\sum_{ij}M_{ij}^2\big)^{1/2}$.

## One bound for every choice of axes

Most blocks $B$ in a large molecule are negligible, and one wants to know this before computing them. The Schwarz inequality $B_{ij}^2\le A_{ii}C_{jj}$ bounds each integral, but the diagonal entries change when the axes that define the $p$ or $d$ components are turned. The following bound holds for any two shells, and it is free of this dependence when each shell holds all products of two complete sets of equally normalised real spherical functions, such as the three $p$ or the five $d$ components:

$$\|B\|_F^2\le\|A\|_F\,\|C\|_F .$$

For shells with one member each, it is the ordinary Schwarz inequality.

In an electronic-structure program such a bound can be used to screen two-electron integrals. For each shell pair one computes the diagonal block once and stores $Q=\|A\|_F^{1/2}$; the nine products of two sets of $p$ functions give a $9\times 9$ block. If two pairs have $Q=10^{-6}$ and $Q=10^{-5}$, every integral between them is at most $10^{-11}$ in magnitude, and with a threshold of $10^{-10}$ the whole block is skipped. In fixed axes, the largest diagonal entries of $A$ and $C$ bound single integrals at least as tightly, since neither exceeds the Frobenius norm of its block; what the norms add is independence of the axes and a bound on the whole block.

## From modes to the block bound

Let $G$ be a real positive semidefinite matrix. Its orthonormal eigenvectors, the columns of $U$, and its eigenvalues $d_k\ge0$ give $G_{ij}=\sum_k d_kU_{ik}U_{jk}$. For any real weights $w_i$,

$$\sum_{ij}w_iw_jG_{ij}^2=\sum_{kl}d_kd_l\Big(\sum_i w_iU_{ik}U_{il}\Big)^2\ge0 .$$

Now take $G=\begin{pmatrix}A&B\\B^T&C\end{pmatrix}$, with weight $x$ on the first shell and $1$ on the second. Then

$$\|A\|_F^2x^2+2\|B\|_F^2x+\|C\|_F^2\ge0\quad\text{for every real }x .$$

Hence $4\|B\|_F^4-4\|A\|_F^2\|C\|_F^2\le0$, and a square root gives the bound. If $\|A\|_F=0$, the expression is linear in $x$ and can stay non-negative only if $\|B\|_F=0$, so the inequality still holds.

For Coulomb integrals, positivity follows by collecting both shells into one family $\varphi_a$:

$$\sum_{ab}x_ax_b(\varphi_a|\varphi_b)=\Big(\sum_a x_a\varphi_a\Big|\sum_b x_b\varphi_b\Big)\ge0 .$$

Positivity of the joint matrix is essential. With $A=C=(1)$ and $B=(2)$, the joint matrix is symmetric and its diagonal blocks are positive definite, yet $\|B\|_F^2=4>1$. Symmetry and positive definite diagonal blocks are therefore not enough.

## Rotations and equality

From here on, $U$ and $W$ are orthogonal matrices that mix the members of the first and second shell. Since $\|M\|_F^2=\operatorname{tr}(M^TM)$,

$$\|UBW^T\|_F^2=\operatorname{tr}(WB^TU^TUBW^T)=\operatorname{tr}(B^TB\,W^TW)=\|B\|_F^2 .$$

The same identity applied to $UAU^T$ and $WCW^T$ shows that the right-hand side of the bound is unchanged too. As one squared entry is at most the sum of all of them, $(UBW^T)_{ij}^2\le\|A\|_F\|C\|_F$.

Equality occurs when $\rho_i=a_i\varphi$ and $\sigma_j=c_j\varphi$ for a single distribution $\varphi$. With $N=(\varphi|\varphi)$, one has $\|B\|_F^2=\sum_ia_i^2\sum_jc_j^2\,N^2$, while $\|A\|_F=\sum_ia_i^2\,N$ and $\|C\|_F=\sum_jc_j^2\,N$.

## The Lean statements in words

`block_schwarz` takes real matrices over finite index types `m` and `n`, assumes that `fromBlocks A B Bᵀ C` is positive semidefinite, and concludes `frobSq B ≤ frob A * frob C`. Here `frobSq` is the sum of squared entries and `frob` its square root.

Distributions are vectors of a real inner product space `V`, and `coulombBlock ρ σ` is the matrix of their inner products. The step left to physics is that the Coulomb repulsion is such an inner product. For products of Gaussians this rests on the positive Fourier transform $4\pi/k^2$ of $1/r$.

`rotated_integral_bound` needs no positivity hypothesis, because `coulomb_posSemidef` supplies it. Its rotations are any matrices with `Uᵀ * U = 1` and `Wᵀ * W = 1`. Turning the axes gives such matrices for the full set of products of equally normalised real spherical functions, but in general not for normalised Cartesian $d$ functions. `block_schwarz_sharp` states equality for proportional distributions, without claiming that these are the only cases.

```lean
import Mathlib

open Matrix

namespace ShellBlockSchwarz

noncomputable section

variable {m n ι V : Type*} [Fintype m] [Fintype n] [Fintype ι]
variable [NormedAddCommGroup V] [InnerProductSpace ℝ V]

/-- The sum of the squares of all entries of a block of integrals. -/
def frobSq (M : Matrix m n ℝ) : ℝ := ∑ i, ∑ j, M i j ^ 2

/-- The Frobenius norm of a block of integrals. -/
def frob (M : Matrix m n ℝ) : ℝ := √(frobSq M)

/-- The block of repulsion integrals between two shells of charge distributions, where the
inner product of the space of distributions is the Coulomb repulsion. -/
def coulombBlock {m n : Type*} (ρ : m → V) (σ : n → V) : Matrix m n ℝ :=
  Matrix.of fun i j => inner ℝ (ρ i) (σ j)

/-- A real positive semidefinite matrix is a sum of modes with non-negative weights. -/
theorem exists_modes {G : Matrix ι ι ℝ} (hG : G.PosSemidef) :
    ∃ (U : Matrix ι ι ℝ) (d : ι → ℝ), (∀ k, 0 ≤ d k) ∧
      ∀ i j, G i j = ∑ k, d k * U i k * U j k := by
  classical
  have h := hG.isHermitian.spectral_theorem
  rw [Unitary.conjStarAlgAut_apply] at h
  refine ⟨(hG.isHermitian.eigenvectorUnitary : Matrix ι ι ℝ), hG.isHermitian.eigenvalues,
    hG.eigenvalues_nonneg, fun i j => ?_⟩
  have hij := congrFun (congrFun h i) j
  rw [Matrix.mul_apply] at hij
  refine hij.trans (Finset.sum_congr rfl fun k _ => ?_)
  rw [Matrix.mul_diagonal]
  change (hG.isHermitian.eigenvectorUnitary : Matrix ι ι ℝ) i k * hG.isHermitian.eigenvalues k *
    (hG.isHermitian.eigenvectorUnitary : Matrix ι ι ℝ) j k = _
  ring

/-- Squaring every entry of a real positive semidefinite matrix leaves its quadratic form
non-negative. -/
theorem squared_entries_nonneg {G : Matrix ι ι ℝ} (hG : G.PosSemidef) (w : ι → ℝ) :
    0 ≤ ∑ i, ∑ j, w i * w j * G i j ^ 2 := by
  obtain ⟨U, d, hd, hent⟩ := exists_modes hG
  have swap : ∀ F : ι → ι → ι → ι → ℝ,
      ∑ i, ∑ j, ∑ k, ∑ l, F i j k l = ∑ k, ∑ l, ∑ i, ∑ j, F i j k l := by
    intro F
    calc ∑ i, ∑ j, ∑ k, ∑ l, F i j k l
        = ∑ i, ∑ k, ∑ j, ∑ l, F i j k l :=
          Finset.sum_congr rfl fun i _ => Finset.sum_comm
      _ = ∑ k, ∑ i, ∑ j, ∑ l, F i j k l := Finset.sum_comm
      _ = ∑ k, ∑ i, ∑ l, ∑ j, F i j k l :=
          Finset.sum_congr rfl fun k _ => Finset.sum_congr rfl fun i _ => Finset.sum_comm
      _ = ∑ k, ∑ l, ∑ i, ∑ j, F i j k l :=
          Finset.sum_congr rfl fun k _ => Finset.sum_comm
  -- the form is a sum of squares over pairs of modes
  have key : ∑ i, ∑ j, w i * w j * G i j ^ 2
      = ∑ k, ∑ l, d k * d l * (∑ i, w i * U i k * U i l) ^ 2 := by
    simp only [hent, sq, Finset.sum_mul_sum]
    simp only [Finset.mul_sum]
    refine (swap fun i j k l =>
      w i * w j * ((d k * U i k * U j k) * (d l * U i l * U j l))).trans ?_
    refine Finset.sum_congr rfl fun k _ => Finset.sum_congr rfl fun l _ =>
      Finset.sum_congr rfl fun i _ => Finset.sum_congr rfl fun j _ => ?_
    ring
  rw [key]
  exact Finset.sum_nonneg fun k _ => Finset.sum_nonneg fun l _ =>
    mul_nonneg (mul_nonneg (hd k) (hd l)) (sq_nonneg _)

/-- Shell-block Schwarz bound: if the joint real matrix of two shells is positive semidefinite,
the sum of squares of the off-diagonal block is at most the product of the Frobenius norms of
the diagonal blocks. -/
theorem block_schwarz {A : Matrix m m ℝ} {B : Matrix m n ℝ} {C : Matrix n n ℝ}
    (h : (fromBlocks A B Bᵀ C).PosSemidef) : frobSq B ≤ frob A * frob C := by
  -- weight x on the first shell and 1 on the second
  have quad : ∀ x : ℝ, 0 ≤ frobSq A * (x * x) + 2 * frobSq B * x + frobSq C := by
    intro x
    have hx := squared_entries_nonneg h (Sum.elim (fun _ => x) (fun _ => 1))
    simp only [Fintype.sum_sum_type, Sum.elim_inl, Sum.elim_inr, fromBlocks_apply₁₁,
      fromBlocks_apply₁₂, fromBlocks_apply₂₁, fromBlocks_apply₂₂, transpose_apply,
      Finset.sum_add_distrib, ← Finset.mul_sum] at hx
    have hB : ∑ j, ∑ i, B i j ^ 2 = ∑ i, ∑ j, B i j ^ 2 := Finset.sum_comm
    rw [hB] at hx
    unfold frobSq
    linarith
  have hdisc := discrim_le_zero quad
  unfold discrim at hdisc
  have hA : 0 ≤ frobSq A := Finset.sum_nonneg fun i _ => Finset.sum_nonneg fun j _ => sq_nonneg _
  unfold frob
  rw [← Real.sqrt_mul hA]
  apply Real.le_sqrt_of_sq_le
  nlinarith

/-- Orthogonal rotations within the two shells leave the sum of squares of a block unchanged. -/
theorem frobSq_rotate [DecidableEq m] [DecidableEq n] {U : Matrix m m ℝ} {W : Matrix n n ℝ}
    (hU : Uᵀ * U = 1) (hW : Wᵀ * W = 1) (B : Matrix m n ℝ) :
    frobSq (U * B * Wᵀ) = frobSq B := by
  have tr : ∀ M : Matrix m n ℝ, frobSq M = trace (Mᵀ * M) := by
    intro M
    simp only [frobSq, trace, diag_apply, Matrix.mul_apply, transpose_apply, sq]
    exact Finset.sum_comm
  rw [tr, tr]
  calc trace ((U * B * Wᵀ)ᵀ * (U * B * Wᵀ))
      = trace (W * (Bᵀ * (Uᵀ * U) * B * Wᵀ)) := by
        simp only [transpose_mul, transpose_transpose, Matrix.mul_assoc]
    _ = trace (Bᵀ * (Uᵀ * U) * B * (Wᵀ * W)) := by
        rw [trace_mul_comm]
        simp only [Matrix.mul_assoc]
    _ = trace (Bᵀ * B) := by rw [hU, hW, Matrix.mul_one, Matrix.mul_one]

/-- The joint matrix of Coulomb integrals of two shells is positive semidefinite. -/
theorem coulomb_posSemidef (ρ : m → V) (σ : n → V) :
    (fromBlocks (coulombBlock ρ ρ) (coulombBlock ρ σ)
      (coulombBlock ρ σ)ᵀ (coulombBlock σ σ)).PosSemidef := by
  have hG : fromBlocks (coulombBlock ρ ρ) (coulombBlock ρ σ) (coulombBlock ρ σ)ᵀ
      (coulombBlock σ σ) = coulombBlock (Sum.elim ρ σ) (Sum.elim ρ σ) := by
    ext a b
    rcases a with i | j <;> rcases b with k | l
    · rfl
    · rfl
    · exact real_inner_comm _ _
    · rfl
  rw [hG]
  generalize Sum.elim ρ σ = φ
  refine PosSemidef.of_dotProduct_mulVec_nonneg ?_ ?_
  · ext a b
    exact real_inner_comm _ _
  · intro x
    -- the quadratic form is the self-repulsion of the total distribution
    have hx : star x ⬝ᵥ (coulombBlock φ φ *ᵥ x)
        = inner ℝ (∑ a, x a • φ a) (∑ b, x b • φ b) := by
      rw [sum_inner]
      refine Finset.sum_congr rfl fun a _ => ?_
      rw [inner_sum]
      simp only [mulVec, dotProduct, Finset.mul_sum, Pi.star_apply, star_trivial]
      refine Finset.sum_congr rfl fun b _ => ?_
      rw [real_inner_smul_left, real_inner_smul_right]
      simp only [coulombBlock, of_apply]
      ring
    rw [hx]
    exact real_inner_self_nonneg

/-- Screening in every orientation: after any orthogonal rotations within the two shells, the
square of each Coulomb integral between them is at most the product of the Frobenius norms of
the unrotated diagonal blocks. -/
theorem rotated_integral_bound [DecidableEq m] [DecidableEq n] (ρ : m → V) (σ : n → V)
    {U : Matrix m m ℝ} {W : Matrix n n ℝ} (hU : Uᵀ * U = 1) (hW : Wᵀ * W = 1) (i : m) (j : n) :
    (U * coulombBlock ρ σ * Wᵀ) i j ^ 2
      ≤ frob (coulombBlock ρ ρ) * frob (coulombBlock σ σ) := by
  refine le_trans ?_ (block_schwarz (coulomb_posSemidef ρ σ))
  rw [← frobSq_rotate hU hW (coulombBlock ρ σ)]
  generalize U * coulombBlock ρ σ * Wᵀ = M
  calc M i j ^ 2 ≤ ∑ l, M i l ^ 2 :=
        Finset.single_le_sum (f := fun l => M i l ^ 2) (fun l _ => sq_nonneg _)
          (Finset.mem_univ j)
    _ ≤ frobSq M :=
        Finset.single_le_sum (f := fun k => ∑ l, M k l ^ 2)
          (fun k _ => Finset.sum_nonneg fun l _ => sq_nonneg _) (Finset.mem_univ i)

/-- The block of two shells made of multiples of one distribution has a sum of squares that
factorises into the two sets of coefficients and the squared self-repulsion. -/
theorem frobSq_proportional (a : m → ℝ) (c : n → ℝ) (φ : V) :
    frobSq (coulombBlock (fun i => a i • φ) (fun j => c j • φ))
      = (∑ i, a i ^ 2) * (∑ j, c j ^ 2) * (inner ℝ φ φ) ^ 2 := by
  rw [Finset.sum_mul_sum, Finset.sum_mul]
  refine Finset.sum_congr rfl fun i _ => ?_
  rw [Finset.sum_mul]
  refine Finset.sum_congr rfl fun j _ => ?_
  simp only [coulombBlock, of_apply, real_inner_smul_left, real_inner_smul_right]
  ring

/-- The shell-block bound is attained when all distributions of both shells are multiples of
one distribution. -/
theorem block_schwarz_sharp (a : m → ℝ) (c : n → ℝ) (φ : V) :
    frobSq (coulombBlock (fun i => a i • φ) (fun j => c j • φ))
      = frob (coulombBlock (fun i => a i • φ) (fun i => a i • φ))
        * frob (coulombBlock (fun j => c j • φ) (fun j => c j • φ)) := by
  have root : ∀ S N : ℝ, 0 ≤ S → 0 ≤ N → √(S * S * N ^ 2) = S * N := by
    intro S N hS hN
    rw [show S * S * N ^ 2 = (S * N) ^ 2 by ring, Real.sqrt_sq (mul_nonneg hS hN)]
  unfold frob
  rw [frobSq_proportional, frobSq_proportional, frobSq_proportional,
    root _ _ (Finset.sum_nonneg fun i _ => sq_nonneg _) real_inner_self_nonneg,
    root _ _ (Finset.sum_nonneg fun j _ => sq_nonneg _) real_inner_self_nonneg]
  ring

end

end ShellBlockSchwarz
```

```lean
#print axioms ShellBlockSchwarz.rotated_integral_bound
-- 'ShellBlockSchwarz.rotated_integral_bound' depends on axioms: [propext, Classical.choice, Quot.sound]
#print axioms ShellBlockSchwarz.block_schwarz_sharp
-- 'ShellBlockSchwarz.block_schwarz_sharp' depends on axioms: [propext, Classical.choice, Quot.sound]
```

## The steps in the Lean proof

`exists_modes` reads the spectral theorem entry by entry. In `squared_entries_nonneg`, `swap` moves the sums over modes outside the sums over matrix indices, and `key` is the resulting sum of squares. Each term is non-negative because the eigenvalues are.

`block_schwarz` builds the weights $x$ and $1$ with `Sum.elim`. Expanding the sum over the joint index gives four block sums, of which the two off-diagonal ones are equal; this is `quad`. `discrim_le_zero` then yields the discriminant inequality, including the case of a vanishing leading coefficient, and `Real.le_sqrt_of_sq_le` reduces the goal to $\|B\|_F^4\le\|A\|_F^2\|C\|_F^2$, which `nlinarith` closes.

`frobSq_rotate` first proves the trace formula `tr`, then moves $W$ around the trace with `trace_mul_comm`. In `coulomb_posSemidef`, `hG` identifies the four blocks with the Coulomb matrix of the combined family, using the symmetry of the inner product for the lower left block. `hx` rewrites the quadratic form as the self-repulsion of the total distribution.

`rotated_integral_bound` chains these results: one squared entry is at most its row sum, the row sum at most `frobSq` of the rotated block, and this equals the unrotated value, to which `block_schwarz` applies. For equality, `frobSq_proportional` factorises the sum of squares, and `block_schwarz_sharp` uses it for all three blocks, with `root` taking the square roots of the two diagonal ones.
